# Mean diffuse intensity of randomly placed atoms: fixed number versus independent sites

The sites are modelled as a finite abelian group $G$ of order $L$: a Bravais lattice, with one site per primitive cell, under periodic boundary conditions. An allowed wavevector $k$ enters through the complex character $\chi(x)=e^{ik\cdot x}$ of $G$, and the trivial character (`1` in Lean) covers forward scattering and the Bragg peaks of the site lattice. The atoms are identical, static point scatterers of unit amplitude without interactions, and vacant sites do not scatter.

```lean
import Mathlib

open Finset ComplexConjugate

namespace FixedCompositionDiffuseScattering

noncomputable section

variable {G : Type*} [Fintype G] [DecidableEq G]
```

A configuration is the set $S$ of occupied sites, a `Finset G`, with $n=|S|$ atoms. Give it a weight $w(n)$, and let $P(x,y)$ be the total weight of the configurations containing both $x$ and $y$.

```lean
/-- Total weight of the configurations in which sites `x` and `y` are both occupied, when a
configuration with `n` atoms has weight `w n`. -/
def pairWeight (w : ℕ → ℝ) (x y : G) : ℝ :=
  ∑ S : Finset G, if x ∈ S ∧ y ∈ S then w S.card else 0
```

Two ensembles are compared. In the first, all configurations with exactly $N$ atoms are equally likely.

```lean
/-- The uniform average of `F` over all configurations with exactly `N` atoms, for `N` at most
the number of sites. -/
def fixedMean (N : ℕ) (F : Finset G → ℝ) : ℝ :=
  (∑ S ∈ powersetCard N univ, F S) / ((Fintype.card G).choose N : ℝ)
```

In the second, each site is occupied independently with probability $c$.

```lean
/-- The average of `F` when every site is occupied independently with probability `c`. -/
def siteMean (c : ℝ) (F : Finset G → ℝ) : ℝ :=
  ∑ S : Finset G, c ^ S.card * (1 - c) ^ (Fintype.card G - S.card) * F S
```

**(a) Exchanging two sites.** Show that for $y,z\neq x$
$$P(x,y)=P(x,z).$$

Swap $y$ and $z$ in every configuration. This is a bijection that preserves $n$ and the occupation of $x$, and it turns "$y$ occupied" into "$z$ occupied". In Lean it is `Equiv.swap y z`.

```lean
/-- If the weight depends only on the number of atoms, a site `x` is paired equally often with
any two sites different from `x`. -/
theorem pairWeight_eq (w : ℕ → ℝ) {x y z : G} (hy : y ≠ x) (hz : z ≠ x) :
    pairWeight w x y = pairWeight w x z := by
  unfold pairWeight
  -- exchange the sites y and z in every configuration
  refine Fintype.sum_equiv (Equiv.swap y z).finsetCongr _ _ fun S => ?_
  have h1 : x ∈ S.map (Equiv.swap y z).toEmbedding ↔ x ∈ S := by
    rw [Finset.mem_map_equiv, Equiv.symm_swap,
      Equiv.swap_apply_of_ne_of_ne hy.symm hz.symm]
  have h2 : z ∈ S.map (Equiv.swap y z).toEmbedding ↔ y ∈ S := by
    rw [Finset.mem_map_equiv, Equiv.symm_swap, Equiv.swap_apply_right]
  simp only [Equiv.finsetCongr_apply, Finset.card_map, h1, h2]
```

**(b) Sums over occupied pairs.** For any real $K(x,y)$, show that
$$\sum_S w(n)\sum_{x,y\in S}K(x,y)=\sum_{x,y\in G}P(x,y)K(x,y).$$

Extend the inner sums to all sites with an indicator for "$x$ and $y$ occupied", then sum over $S$ first.

```lean
/-- The weighted sum of a pair quantity `K` over occupied pairs is the sum of `K` over all pairs
of sites, each multiplied by its pair weight. -/
theorem pair_expansion (w : ℕ → ℝ) (K : G → G → ℝ) :
    ∑ S : Finset G, w S.card * ∑ x ∈ S, ∑ y ∈ S, K x y
      = ∑ x, ∑ y, pairWeight w x y * K x y := by
  have h : ∀ S : Finset G, w S.card * ∑ x ∈ S, ∑ y ∈ S, K x y
      = ∑ x, ∑ y, (if x ∈ S ∧ y ∈ S then w S.card else 0) * K x y := by
    intro S
    have e : ∀ g : G → ℝ, ∑ x ∈ S, g x = ∑ x, if x ∈ S then g x else 0 := by
      intro g
      simp
    rw [e, mul_sum]
    refine sum_congr rfl fun x _ => ?_
    by_cases hx : x ∈ S
    · simp only [hx, if_true, true_and]
      rw [e, mul_sum]
      refine sum_congr rfl fun y _ => ?_
      split_ifs <;> ring
    · simp [hx]
  simp only [pairWeight, sum_mul]
  rw [sum_congr rfl fun S _ => h S, sum_comm]
  exact sum_congr rfl fun x _ => sum_comm
```

**(c) A sum rule for pairs.** Let $K(x,x)=1$ and $\sum_yK(x,y)=0$ for every $x$. Show that
$$(L-1)\sum_S w(n)\sum_{x,y\in S}K(x,y)=\sum_S w(n)\,n(L-n).$$

Fix $x$ and put $D=P(x,x)$, $R=\sum_yP(x,y)$. By (a), $P(x,y)$ has one value $u$ for all $y\neq x$, so $R=D+(L-1)u$. The off-diagonal $K(x,y)$ sum to $-1$, hence $\sum_yP(x,y)K(x,y)=D-u$, and
$$(L-1)(D-u)=LD-R.$$
This is `hrow`. Now sum over $x$. By (b) with $K=\delta_{xy}$ and $K=1$ (`hd` and `hr`), the $D$ add up to $\sum_S w(n)n$ and the $R$ to $\sum_S w(n)n^2$. For $L=1$ no such $K$ exists; for an empty set of sites both sides vanish.

```lean
/-- Let the weight of a configuration depend only on its number of atoms, and let a pair quantity
`K` be one on the diagonal and sum to zero along each row. Its weighted sum over occupied pairs,
times `L - 1`, is the weighted sum of `n (L - n)`, with `n` the number of atoms and `L` the number
of sites. -/
theorem pair_sum_rule (w : ℕ → ℝ) (K : G → G → ℝ) (h0 : ∀ x, ∑ y, K x y = 0)
    (h1 : ∀ x, K x x = 1) :
    ((Fintype.card G : ℝ) - 1) * ∑ S : Finset G, w S.card * ∑ x ∈ S, ∑ y ∈ S, K x y
      = ∑ S : Finset G, w S.card * (S.card * ((Fintype.card G : ℝ) - S.card)) := by
  have hrow : ∀ x : G, ((Fintype.card G : ℝ) - 1) * ∑ y, pairWeight w x y * K x y
      = Fintype.card G * pairWeight w x x - ∑ y, pairWeight w x y := by
    intro x
    -- the pair weight is a constant off the diagonal plus a diagonal term
    have key : ∀ y, ((Fintype.card G : ℝ) - 1) * pairWeight w x y
        = (∑ z, pairWeight w x z - pairWeight w x x) + if x = y then
          (Fintype.card G * pairWeight w x x - ∑ z, pairWeight w x z) else 0 := by
      intro y
      by_cases h : x = y
      · subst h
        rw [if_pos rfl]
        ring
      · have hs : ∑ z, (pairWeight w x z - pairWeight w x y)
            = pairWeight w x x - pairWeight w x y :=
          Finset.sum_eq_single x
            (fun z _ hz => sub_eq_zero.2 (pairWeight_eq w hz (Ne.symm h))) (by simp)
        rw [sum_sub_distrib, sum_const, card_univ, nsmul_eq_mul] at hs
        rw [if_neg h]
        linear_combination (-1 : ℝ) * hs
    have hsum : ((Fintype.card G : ℝ) - 1) * ∑ y, pairWeight w x y * K x y
        = ∑ y, ((∑ z, pairWeight w x z - pairWeight w x x) * K x y + if x = y then
          (Fintype.card G * pairWeight w x x - ∑ z, pairWeight w x z) * K x y else 0) := by
      rw [mul_sum]
      refine sum_congr rfl fun y _ => ?_
      rw [← mul_assoc, key y]
      split_ifs <;> ring
    rw [hsum, sum_add_distrib, ← mul_sum, h0, sum_ite_eq, if_pos (mem_univ x), h1]
    ring
  -- first and second moments of the number of atoms
  have hd := pair_expansion w (fun x y : G => if x = y then (1 : ℝ) else 0)
  simp only [sum_ite_eq, sum_ite_mem, inter_self, sum_const, nsmul_eq_mul, mul_one,
    mul_ite, mul_zero, mem_univ, if_true] at hd
  have hr := pair_expansion w (fun _ _ : G => (1 : ℝ))
  simp only [sum_const, nsmul_eq_mul, mul_one] at hr
  rw [pair_expansion, mul_sum, sum_congr rfl fun x _ => hrow x, sum_sub_distrib, ← mul_sum,
    ← hd, ← hr, mul_sum, ← sum_sub_distrib]
  exact sum_congr rfl fun S _ => by ring
```

**(d) Binomial moments.** For $m$ independently occupied sites and real $p,q,r$, show that
$$\sum_S c^n(1-c)^{m-n}(p+qn+rn^2)=p+qmc+r\left[mc(1-c)+m^2c^2\right].$$

Use induction on $m$; at $m=0$ both sides are $p$. A new site is empty with factor $1-c$, or occupied with factor $c$ and $n\to n+1$, which changes the coefficients to $p+q+r,\ q+2r,\ r$. The right-hand side therefore grows by $c(q+r+2rmc)$, as required. Since the coefficients change, the induction hypothesis must hold for all $p,q,r$.

```lean
omit [Fintype G] in
/-- For independent occupation `c` of the sites in `s`, the mean of a quadratic polynomial in the
number of atoms follows from the mean `m c` and variance `m c (1 - c)`, `m` being the number of
sites. -/
theorem binomial_moments (c : ℝ) (s : Finset G) : ∀ p q r : ℝ,
    ∑ S ∈ s.powerset, c ^ S.card * (1 - c) ^ (s.card - S.card)
        * (p + q * S.card + r * (S.card : ℝ) ^ 2)
      = p + q * (s.card * c) + r * (s.card * c * (1 - c) + (s.card * c) ^ 2) := by
  induction s using Finset.induction_on with
  | empty => intro p q r; simp
  | insert a s ha ih =>
    intro p q r
    rw [sum_powerset_insert ha, card_insert_of_notMem ha]
    -- the new site is empty
    have h1 : ∀ t ∈ s.powerset, c ^ t.card * (1 - c) ^ (s.card + 1 - t.card)
        * (p + q * t.card + r * (t.card : ℝ) ^ 2)
        = (1 - c) * (c ^ t.card * (1 - c) ^ (s.card - t.card)
          * (p + q * t.card + r * (t.card : ℝ) ^ 2)) := by
      intro t ht
      have hle := card_le_card (mem_powerset.1 ht)
      rw [show s.card + 1 - t.card = (s.card - t.card) + 1 by omega]
      ring
    -- the new site is occupied
    have h2 : ∀ t ∈ s.powerset, c ^ (insert a t).card
        * (1 - c) ^ (s.card + 1 - (insert a t).card)
        * (p + q * (insert a t).card + r * ((insert a t).card : ℝ) ^ 2)
        = c * (c ^ t.card * (1 - c) ^ (s.card - t.card)
          * ((p + q + r) + (q + 2 * r) * t.card + r * (t.card : ℝ) ^ 2)) := by
      intro t ht
      rw [card_insert_of_notMem (fun h => ha (mem_powerset.1 ht h)), Nat.add_sub_add_right]
      push_cast
      ring
    rw [sum_congr rfl h1, sum_congr rfl h2, ← mul_sum, ← mul_sum, ih p q r,
      ih (p + q + r) (q + 2 * r) r]
    push_cast
    ring
```

The kinematic intensity is $I(S)=\left|\sum_{x\in S}\chi(x)\right|^2$. In both ensembles every site has the same mean occupation, so at a nontrivial character the mean amplitude is zero and the mean intensity is entirely diffuse.

```lean
variable [AddCommGroup G]

/-- Kinematic intensity scattered by the occupied sites `S` at the wavevector given by the
character `χ`. -/
def intensity (χ : AddChar G ℂ) (S : Finset G) : ℝ := ‖∑ x ∈ S, χ x‖ ^ 2
```

**(e) More than one site.** Show that a nontrivial $\chi$ forces
$$L>1.$$

Some $x$ has $\chi(x)\neq1$, while $\chi(0)=1$; so $x\neq0$.

```lean
omit [DecidableEq G] in
/-- A group of sites with a nontrivial character has more than one site. -/
theorem one_lt_sites {χ : AddChar G ℂ} (hχ : χ ≠ 1) : (1 : ℝ) < Fintype.card G := by
  obtain ⟨x, hx⟩ := AddChar.ne_one_iff.1 hχ
  have h : 1 < Fintype.card G := Fintype.one_lt_card_iff.2
    ⟨x, 0, fun h => hx (by rw [h, AddChar.map_zero_eq_one])⟩
  exact_mod_cast h
```

**(f) The intensity sum rule.** For nontrivial $\chi$, show that
$$(L-1)\sum_S w(n)I(S)=\sum_S w(n)\,n(L-n).$$

Expanding the square gives $I(S)=\sum_{x,y\in S}K(x,y)$ with $K(x,y)=\mathrm{Re}\,\chi(x)\overline{\chi(y)}$. Here $K(x,x)=|\chi(x)|^2=1$. Choose $a$ with $\chi(a)\neq1$; shifting the sum by $a$ gives $\chi(a)\sum_y\chi(y)=\sum_y\chi(y)$, so this sum is zero, and so is the sum of $K$ along each row. Apply (c).

```lean
/-- If the weight of a configuration depends only on its number `n` of atoms, then at every
nontrivial character the weighted intensity times `L - 1` is the weighted sum of `n (L - n)`,
with `L` the number of sites. -/
theorem intensity_sum_rule (w : ℕ → ℝ) {χ : AddChar G ℂ} (hχ : χ ≠ 1) :
    ((Fintype.card G : ℝ) - 1) * ∑ S : Finset G, w S.card * intensity χ S
      = ∑ S : Finset G, w S.card * (S.card * ((Fintype.card G : ℝ) - S.card)) := by
  have hI : ∀ S : Finset G,
      intensity χ S = ∑ x ∈ S, ∑ y ∈ S, (χ x * conj (χ y)).re := by
    intro S
    rw [intensity, Complex.sq_norm, ← Complex.ofReal_re (Complex.normSq _),
      ← Complex.mul_conj, map_sum, sum_mul_sum]
    simp only [Complex.re_sum]
  simp only [hI]
  refine pair_sum_rule w (fun x y => (χ x * conj (χ y)).re) (fun x => ?_) (fun x => ?_)
  · rw [← Complex.re_sum, ← mul_sum, ← map_sum, AddChar.sum_eq_zero_of_ne_one hχ, map_zero,
      mul_zero, Complex.zero_re]
  · simp only [Complex.mul_conj, Complex.ofReal_re, Complex.normSq_eq_norm_sq,
      AddChar.norm_apply, one_pow]
```

**(g) Fixed number of atoms.** For nontrivial $\chi$ and $1\le N\le L$, show that
$$\left\langle \frac{I}{N}\right\rangle_{N}=\frac{L-N}{L-1}.$$

Take $w(n)=1$ for $n=N$ and $0$ otherwise. Then (f) reads
$$(L-1)\sum_{|S|=N}I(S)=\binom LN N(L-N),$$
and it remains to divide by $(L-1)N\binom LN$.

The trivial character must be excluded: for $L=N=2$ it gives $2$, whereas the formula gives $0$.

```lean
/-- For `N` atoms placed uniformly at random on `L` sites, `1 ≤ N ≤ L`, the mean intensity per
atom at every nontrivial character is `(L - N) / (L - 1)`. -/
theorem fixedMean_intensity {χ : AddChar G ℂ} (hχ : χ ≠ 1) {N : ℕ} (hN : 1 ≤ N)
    (hNL : N ≤ Fintype.card G) :
    fixedMean N (fun S => intensity χ S / N)
      = ((Fintype.card G : ℝ) - N) / ((Fintype.card G : ℝ) - 1) := by
  have hsel : ∀ F : Finset G → ℝ, ∑ S : Finset G, (if S.card = N then (1 : ℝ) else 0) * F S
      = ∑ S ∈ powersetCard N univ, F S := by
    intro F
    have hf : powersetCard N (univ : Finset G) = univ.filter (fun S => S.card = N) := by
      ext S
      simp [mem_powersetCard]
    rw [hf, sum_filter]
    simp only [ite_mul, one_mul, zero_mul]
  -- the sum rule with all weight on configurations of N atoms
  have H := intensity_sum_rule (fun k => if k = N then (1 : ℝ) else 0) hχ
  rw [hsel, hsel] at H
  have hc : ∑ S ∈ powersetCard N (univ : Finset G),
      ((S.card : ℝ) * ((Fintype.card G : ℝ) - S.card))
      = (Fintype.card G).choose N * (N * ((Fintype.card G : ℝ) - N)) := by
    rw [sum_congr rfl fun S hS => by rw [(mem_powersetCard.1 hS).2], sum_const,
      card_powersetCard, card_univ, nsmul_eq_mul]
  rw [hc] at H
  have hL : (Fintype.card G : ℝ) - 1 ≠ 0 := (sub_pos.2 (one_lt_sites hχ)).ne'
  have hN0 : (N : ℝ) ≠ 0 := Nat.cast_ne_zero.2 (by omega)
  have hC : ((Fintype.card G).choose N : ℝ) ≠ 0 :=
    Nat.cast_ne_zero.2 (Nat.choose_pos hNL).ne'
  rw [fixedMean, ← sum_div, div_div, div_eq_div_iff (mul_ne_zero hN0 hC) hL]
  linear_combination H
```

**(h) Independent sites.** For nontrivial $\chi$, show that
$$\langle I\rangle_c=Lc(1-c).$$

With $w(n)=c^n(1-c)^{L-n}$, (f) and (d) give
$$(L-1)\langle I\rangle_c=L\langle n\rangle-\langle n^2\rangle=L(L-1)c(1-c).$$
Lean proves this for every real $c$; it is a probability statement for $0\le c\le1$.

```lean
/-- For `L` sites occupied independently with probability `c`, the mean intensity at every
nontrivial character is `L c (1 - c)`. -/
theorem siteMean_intensity {χ : AddChar G ℂ} (hχ : χ ≠ 1) (c : ℝ) :
    siteMean c (intensity χ) = Fintype.card G * c * (1 - c) := by
  have H := intensity_sum_rule (fun k => c ^ k * (1 - c) ^ (Fintype.card G - k)) hχ
  have M := binomial_moments c (univ : Finset G) 0 (Fintype.card G) (-1)
  rw [powerset_univ, card_univ] at M
  have hL : (Fintype.card G : ℝ) - 1 ≠ 0 := (sub_pos.2 (one_lt_sites hχ)).ne'
  apply mul_left_cancel₀ hL
  rw [siteMean]
  refine H.trans ((sum_congr rfl fun S _ => ?_).trans (M.trans ?_)) <;> ring
```

**(i) The comparison.** For nontrivial $\chi$, $1\le N<L$ and $c=N/L$, show that
$$\left\langle\frac IN\right\rangle_c=1-\frac NL,\qquad \left\langle\frac IN\right\rangle_N=\frac{L}{L-1}\left\langle\frac IN\right\rangle_c>\left\langle\frac IN\right\rangle_c.$$

The first equation is (h) divided by $N$, which is the average number of atoms and not the fluctuating $n$. The second follows from (g) and $L-N=L(1-N/L)$. The inequality holds because $L/(L-1)>1$ and $1-N/L>0$; at $N=L$ both means are zero and it fails.

For a simulation cell of non-interacting atoms on a finite periodic lattice, this factor is the finite-size effect of fixing the composition on the mean intensity at every nontrivial character.

```lean
/-- For `L` sites, `1 ≤ N < L` and a nontrivial character, independent occupation with probability
`N / L` gives the value `1 - N / L` for the mean intensity divided by the average number `N` of
atoms; fixing the number of atoms at `N` raises it by the factor `L / (L - 1)`, a strict increase.
-/
theorem fixed_versus_independent {χ : AddChar G ℂ} (hχ : χ ≠ 1) {N : ℕ} (hN : 1 ≤ N)
    (hNL : N < Fintype.card G) :
    siteMean ((N : ℝ) / Fintype.card G) (fun S => intensity χ S / N)
        = 1 - (N : ℝ) / Fintype.card G ∧
    fixedMean N (fun S => intensity χ S / N)
        = (Fintype.card G : ℝ) / ((Fintype.card G : ℝ) - 1)
          * siteMean ((N : ℝ) / Fintype.card G) (fun S => intensity χ S / N) ∧
    siteMean ((N : ℝ) / Fintype.card G) (fun S => intensity χ S / N)
        < fixedMean N (fun S => intensity χ S / N) := by
  have h1 := one_lt_sites hχ
  have hL : (0 : ℝ) < Fintype.card G := by linarith
  have hL1 : (0 : ℝ) < (Fintype.card G : ℝ) - 1 := by linarith
  have hN0 : (N : ℝ) ≠ 0 := Nat.cast_ne_zero.2 (by omega)
  have hlt : (N : ℝ) < Fintype.card G := by exact_mod_cast hNL
  have hs : siteMean ((N : ℝ) / Fintype.card G) (fun S => intensity χ S / N)
      = 1 - (N : ℝ) / Fintype.card G := by
    have hdiv : siteMean ((N : ℝ) / Fintype.card G) (fun S => intensity χ S / N)
        = siteMean ((N : ℝ) / Fintype.card G) (intensity χ) / N := by
      rw [siteMean, siteMean, sum_div]
      exact sum_congr rfl fun S _ => by ring
    rw [hdiv, siteMean_intensity hχ]
    field_simp
  have hf : fixedMean N (fun S => intensity χ S / N)
      = (Fintype.card G : ℝ) / ((Fintype.card G : ℝ) - 1)
        * (1 - (N : ℝ) / Fintype.card G) := by
    have e : (Fintype.card G : ℝ) * (1 - (N : ℝ) / Fintype.card G)
        = (Fintype.card G : ℝ) - N := by
      field_simp
    rw [fixedMean_intensity hχ hN hNL.le, div_mul_eq_mul_div, e]
  refine ⟨hs, by rw [hs, hf], ?_⟩
  rw [hs, hf]
  exact lt_mul_of_one_lt_left (sub_pos.2 ((div_lt_one hL).2 hlt))
    ((one_lt_div hL1).2 (by linarith))

end

end FixedCompositionDiffuseScattering
```

```lean
#print axioms FixedCompositionDiffuseScattering.fixed_versus_independent
```

```
'FixedCompositionDiffuseScattering.fixed_versus_independent' depends on axioms: [propext, Classical.choice, Quot.sound]
```
